# Stationarity of the input-density energy at a self-consistent density

Let J be a real symmetric matrix that turns a density n on finitely many sites into the potential Jn, and let g(v) model the sum of occupied one-electron eigenvalues in the potential v. Write ⟨a, b⟩ for the sum of a_i b_i over the sites. If g is differentiable at Jn0 with gradient n0, then the input-density energy

E(n) = g(Jn) − ⟨n, Jn⟩/2

has zero derivative at n = n0, whereas the energy with frozen double counting,

F(n) = g(Jn) − ⟨n0, Jn0⟩/2,

has gradient Jn0 there. The two energies agree at n0, but an error in the density generally enters F at first order.

The gradient condition expresses self-consistency. When a gap separates occupied from empty levels, first-order perturbation theory gives ∂g/∂v_i as the occupied density on site i. The condition therefore says that the potential generated by n0 returns n0. The result bears on non-self-consistent energy estimates of the Harris type, here in a finite-site model with a quadratic interaction energy and no exchange-correlation term.

## Cancellation of the first-order terms

Put n = n0 + d. Differentiability of g at Jn0 and the symmetry of J give

g(Jn) = g(Jn0) + ⟨n0, Jd⟩ + o(‖d‖) = g(Jn0) + ⟨Jn0, d⟩ + o(‖d‖).

The double-counting term expands exactly, the two cross terms being equal by symmetry:

⟨n, Jn⟩/2 = ⟨n0, Jn0⟩/2 + ⟨Jn0, d⟩ + ⟨d, Jd⟩/2.

In E the linear terms cancel. In F only the first expansion contributes, so ⟨Jn0, d⟩ survives. If Jn0 ≠ 0, the choice d = t Jn0 changes F by t⟨Jn0, Jn0⟩ + o(t), which no multiple of t² can bound as t → 0.

Subtracting without discarding the remainder gives

E(n) − E(n0) = [g(Jn) − g(Jn0) − ⟨n0, Jd⟩] − ⟨d, Jd⟩/2.

Differentiability alone makes this o(‖d‖); an error of order ‖d‖² needs a quadratic bound on the bracket, as a twice continuously differentiable g provides.

The sign is fixed if g is concave and J is positive semidefinite. For 0 < t < 1, concavity gives

g(w) − g(v) ≤ [g(v + t(w − v)) − g(v)]/t.

Letting t → 0 bounds the left side by the linear term of g at v. With v = Jn0 and w = Jn, the bracket in the error formula is at most zero. The quadratic term cannot raise E either, so E(n) ≤ E(n0).

## Densities, potentials and self-consistency in Lean

Densities and potentials are both functions `ι → ℝ` on a finite index type. They are not required to be non-negative or to have a fixed sum.

```lean
import Mathlib

open Matrix Topology Asymptotics

namespace InputDensityEnergy

noncomputable section

variable {ι : Type*} [Fintype ι]
```

A Fréchet derivative is a continuous linear functional, so a gradient `a` is represented by the functional h ↦ ⟨a, h⟩, built from the site coordinates.

```lean
/-- The linear functional reading off the value of a density or potential at site `i`. -/
abbrev site (i : ι) : (ι → ℝ) →L[ℝ] ℝ :=
  ContinuousLinearMap.proj (R := ℝ) (φ := fun _ : ι => ℝ) i

/-- The linear functional `h ↦ ⟨a, h⟩`; a function with this derivative has gradient `a`. -/
def pairing (a : ι → ℝ) : (ι → ℝ) →L[ℝ] ℝ := ∑ i, a i • site i
```

Self-consistency is a hypothesis about `g`, which is otherwise an arbitrary real function. No Hamiltonian appears in the general theorems.

```lean
/-- The density `n0` is self-consistent: the eigenvalue sum `g` has gradient `n0`
at the potential `J n0` generated by `n0`. -/
def SelfConsistent (J : Matrix ι ι ℝ) (g : (ι → ℝ) → ℝ) (n0 : ι → ℝ) : Prop :=
  HasFDerivAt g (pairing n0) (J *ᵥ n0)
```

The next three definitions are the double-counting energy, E and F. A fixed external potential can be absorbed into `g`.

```lean
/-- The double-counting energy `⟨n, J n⟩ / 2`. -/
def doubleCounting (J : Matrix ι ι ℝ) (n : ι → ℝ) : ℝ := (1 / 2) * (n ⬝ᵥ J *ᵥ n)

/-- Eigenvalue sum minus the double-counting energy, both taken at the input density `n`. -/
def inputEnergy (J : Matrix ι ι ℝ) (g : (ι → ℝ) → ℝ) (n : ι → ℝ) : ℝ :=
  g (J *ᵥ n) - doubleCounting J n

/-- Eigenvalue sum at the input density `n` minus the double-counting energy frozen at `n0`. -/
def frozenEnergy (J : Matrix ι ι ℝ) (g : (ι → ℝ) → ℝ) (n0 n : ι → ℝ) : ℝ :=
  g (J *ᵥ n) - doubleCounting J n0
```

## The two gradients

Two algebraic lemmas identify `pairing` with the dot product and move J from one factor to the other.

```lean
/-- The functional `pairing a` evaluates to the dot product with `a`. -/
theorem pairing_apply (a h : ι → ℝ) : pairing a h = a ⬝ᵥ h := by
  simp [pairing, dotProduct, _root_.sum_apply]

/-- A symmetric interaction can be moved from one density to the other. -/
theorem interaction_symm {J : Matrix ι ι ℝ} (hJ : J.IsSymm) (a b : ι → ℝ) :
    a ⬝ᵥ J *ᵥ b = (J *ᵥ a) ⬝ᵥ b := by
  rw [Matrix.dotProduct_mulVec, ← Matrix.mulVec_transpose, hJ.eq]
```

The chain rule first gives the derivative d ↦ ⟨n0, Jd⟩; `interaction_symm` turns it into ⟨Jn0, d⟩.

```lean
/-- At self-consistency the eigenvalue sum, as a function of the input density,
has gradient `J n0`. -/
theorem eigenvalueSum_gradient {J : Matrix ι ι ℝ} (hJ : J.IsSymm) {g : (ι → ℝ) → ℝ}
    {n0 : ι → ℝ} (hg : SelfConsistent J g n0) :
    HasFDerivAt (fun n => g (J *ᵥ n)) (pairing (J *ᵥ n0)) n0 := by
  have hL : HasFDerivAt (fun n : ι → ℝ => J *ᵥ n)
      (LinearMap.toContinuousLinearMap J.mulVecLin) n0 :=
    (LinearMap.toContinuousLinearMap J.mulVecLin).hasFDerivAt
  have h := HasFDerivAt.comp n0 hg hL
  refine h.congr_fderiv (ContinuousLinearMap.ext fun d => ?_)
  change pairing n0 (J *ᵥ d) = _
  rw [pairing_apply, pairing_apply, interaction_symm hJ]
```

For the double-counting energy, the product rule is applied to n_i (Jn)_i on each site and the results are summed. This produces ⟨n0, Jd⟩ + ⟨Jn0, d⟩, and symmetry together with the factor 1/2 leaves ⟨Jn0, d⟩.

```lean
/-- The double-counting energy of a symmetric interaction has gradient `J n0` at `n0`. -/
theorem doubleCounting_gradient {J : Matrix ι ι ℝ} (hJ : J.IsSymm) (n0 : ι → ℝ) :
    HasFDerivAt (doubleCounting J) (pairing (J *ᵥ n0)) n0 := by
  let L : (ι → ℝ) →L[ℝ] (ι → ℝ) := LinearMap.toContinuousLinearMap J.mulVecLin
  -- product rule, site by site
  have ht : ∀ i, HasFDerivAt (fun n : ι → ℝ => n i * (J *ᵥ n) i)
      (n0 i • (site i).comp L + (J *ᵥ n0) i • site i) n0 := fun i =>
    (site i).hasFDerivAt.mul ((site i).comp L).hasFDerivAt
  have h := (HasFDerivAt.fun_sum (u := Finset.univ) (fun i _ => ht i)).const_mul (1 / 2 : ℝ)
  refine HasFDerivAt.congr_fderiv (f := doubleCounting J) h
    (ContinuousLinearMap.ext fun d => ?_)
  have e : (∑ i, (n0 i • (site i).comp L + (J *ᵥ n0) i • site i)) d
      = n0 ⬝ᵥ J *ᵥ d + (J *ᵥ n0) ⬝ᵥ d := by
    rw [_root_.sum_apply]
    simp only [dotProduct, ← Finset.sum_add_distrib]
    rfl
  change (1 / 2 : ℝ) * (∑ i, (n0 i • (site i).comp L + (J *ᵥ n0) i • site i)) d = _
  rw [e, pairing_apply, interaction_symm hJ]
  ring
```

The main theorem subtracts the two equal gradients for E. For F it subtracts a constant, which leaves the gradient unchanged.

```lean
/-- At a self-consistent density the input-density energy is stationary, whereas the energy
with frozen double counting has gradient `J n0`. -/
theorem stationary_and_frozen_gradient {J : Matrix ι ι ℝ} (hJ : J.IsSymm)
    {g : (ι → ℝ) → ℝ} {n0 : ι → ℝ} (hg : SelfConsistent J g n0) :
    HasFDerivAt (inputEnergy J g) (0 : (ι → ℝ) →L[ℝ] ℝ) n0 ∧
      HasFDerivAt (frozenEnergy J g n0) (pairing (J *ᵥ n0)) n0 := by
  have h := eigenvalueSum_gradient hJ hg
  constructor
  · -- the two gradients cancel
    exact HasFDerivAt.congr_fderiv (f := inputEnergy J g)
      (h.sub (doubleCounting_gradient hJ n0)) (sub_self _)
  · exact h.sub_const (doubleCounting J n0)
```

The failure of a quadratic bound for F is proved by contradiction. Such a bound would make the derivative zero, and uniqueness of the derivative would then give ⟨Jn0, h⟩ = 0 for every h. Taking h = Jn0 forces Jn0 = 0.

```lean
/-- If the self-consistent potential `J n0` is nonzero, the error of the energy with frozen
double counting is not of second order in the density error. -/
theorem frozen_error_not_second_order {J : Matrix ι ι ℝ} (hJ : J.IsSymm)
    {g : (ι → ℝ) → ℝ} {n0 : ι → ℝ} (hg : SelfConsistent J g n0) (hne : J *ᵥ n0 ≠ 0) :
    ¬ (fun n => frozenEnergy J g n0 n - frozenEnergy J g n0 n0)
      =O[𝓝 n0] (fun n => ‖n - n0‖ ^ 2) := by
  intro hO
  -- a quadratic error would force the gradient to vanish
  have h0 : HasFDerivAt (fun n => frozenEnergy J g n0 n - frozenEnergy J g n0 n0)
      (0 : (ι → ℝ) →L[ℝ] ℝ) n0 := hO.hasFDerivAt (by norm_num)
  have h1 := (stationary_and_frozen_gradient hJ hg).2.sub_const (frozenEnergy J g n0 n0)
  have e := DFunLike.congr_fun (h1.unique h0) (J *ᵥ n0)
  rw [pairing_apply] at e
  exact hne (dotProduct_self_eq_zero.1 e)
```

This statement allows density errors in every direction, including those that change the electron number. If Jn0 is uniform over the sites, the first-order term vanishes for errors that conserve the number.

## The error formula and its sign

The exact error formula needs only the symmetry of J; it holds for any `g` and any two densities. After expansion, the proof uses the equality of the two cross terms.

```lean
/-- The change of the input-density energy from `n0` to `n` is the change of `g` less `⟨n0, J n - J
n0⟩`, minus the double-counting energy of `n - n0`. -/
theorem inputEnergy_error {J : Matrix ι ι ℝ} (hJ : J.IsSymm) (g : (ι → ℝ) → ℝ)
    (n0 n : ι → ℝ) :
    inputEnergy J g n - inputEnergy J g n0 =
      (g (J *ᵥ n) - g (J *ᵥ n0) - n0 ⬝ᵥ (J *ᵥ n - J *ᵥ n0)) - doubleCounting J (n - n0) := by
  have s : n0 ⬝ᵥ J *ᵥ n = n ⬝ᵥ J *ᵥ n0 := by
    rw [interaction_symm hJ, dotProduct_comm]
  simp only [inputEnergy, doubleCounting, Matrix.mulVec_sub, dotProduct_sub, sub_dotProduct]
  linear_combination (1 / 2 : ℝ) * s
```

The tangent bound follows the slope argument above. The derivative along the line from `v` to `w` is the limit of the forward slopes, and `ge_of_tendsto` carries the inequality to that limit.

```lean
/-- A concave function of the potential lies below its tangent plane. -/
theorem concave_le_tangent {g : (ι → ℝ) → ℝ} (hc : ConcaveOn ℝ Set.univ g)
    {a v : ι → ℝ} (hg : HasFDerivAt g (pairing a) v) (w : ι → ℝ) :
    g w - g v ≤ a ⬝ᵥ (w - v) := by
  have hd : HasDerivAt (fun t : ℝ => g (v + t • (w - v))) (pairing a (w - v)) 0 :=
    hg.hasLineDerivAt (w - v)
  rw [← pairing_apply]
  -- every forward slope bounds the full difference from above
  refine ge_of_tendsto hd.tendsto_slope_zero_right ?_
  filter_upwards [Ioo_mem_nhdsGT (zero_lt_one' ℝ)] with t ht
  have h := hc.2 (Set.mem_univ v) (Set.mem_univ w) (sub_nonneg.2 ht.2.le) ht.1.le
    (sub_add_cancel 1 t)
  have e : (1 - t) • v + t • w = v + t • (w - v) := by module
  rw [e] at h
  simp only [smul_eq_mul] at h
  simp only [zero_add, zero_smul, add_zero, smul_eq_mul]
  rw [inv_mul_eq_div, le_div_iff₀ ht.1]
  linarith
```

Combining the error formula, the tangent bound and positivity of the quadratic form gives the upper bound on E. Concavity is assumed here on the whole potential space; a sum of lowest eigenvalues has it because it is a minimum of functions affine in the potential.

```lean
/-- For a concave eigenvalue sum and a positive semidefinite interaction, the input-density
energy is at most its value at the self-consistent density. -/
theorem inputEnergy_le {J : Matrix ι ι ℝ} (hJ : J.IsSymm) (hpos : ∀ x, 0 ≤ x ⬝ᵥ J *ᵥ x)
    {g : (ι → ℝ) → ℝ} (hc : ConcaveOn ℝ Set.univ g) {n0 : ι → ℝ}
    (hg : SelfConsistent J g n0) (n : ι → ℝ) :
    inputEnergy J g n ≤ inputEnergy J g n0 := by
  have h1 := inputEnergy_error hJ g n0 n
  have h2 := concave_le_tangent hc hg (J *ᵥ n)
  have h3 := hpos (n - n0)
  unfold doubleCounting at h1
  linarith
```

## One electron on two sites

The Hamiltonian with site potentials v₀, v₁ and hopping −1 has the lower eigenvalue

ε(v) = (v₀ + v₁)/2 − √(((v₀ − v₁)/2)² + 1).

```lean
/-- The lower level of one electron on two sites with potentials `v 0`, `v 1` and hopping `-1`. -/
def dimerLevel (v : Fin 2 → ℝ) : ℝ :=
  (v 0 + v 1) / 2 - √(((v 0 - v 1) / 2) ^ 2 + 1)
```

The secular equation (v₀ − ε)(v₁ − ε) − 1 = 0 confirms that this is an eigenvalue; the minus sign before the root selects the lower one.

```lean
/-- The dimer level solves the secular equation of the two-site Hamiltonian. -/
theorem dimerLevel_secular (v : Fin 2 → ℝ) :
    (!![v 0 - dimerLevel v, -1; -1, v 1 - dimerLevel v]).det = 0 := by
  have hsq := Real.sq_sqrt (show 0 ≤ ((v 0 - v 1) / 2) ^ 2 + 1 by positivity)
  rw [Matrix.det_fin_two_of]
  unfold dimerLevel
  linear_combination hsq
```

Take J = U times the identity. With a single electron this interaction is entirely a self-interaction, which an exact treatment would not contain; the model only illustrates the formulas. The density (1/2, 1/2) generates the equal potentials (U/2, U/2), for which the normalised ground state is (1, 1)/√2, with density 1/2 on each site. The proof obtains the same density from the gradient of ε: the mean potential contributes (1/2, 1/2), and the square root, a function of v₀ − v₁ alone, has zero derivative at equal potentials.

```lean
/-- In the two-site model with on-site interaction `U`, the interaction matrix is symmetric and the
density with half an electron on each site is self-consistent. -/
theorem selfConsistent_witness (U : ℝ) :
    (!![U, 0; 0, U]).IsSymm ∧
      SelfConsistent !![U, 0; 0, U] dimerLevel (fun _ => 1 / 2) := by
  refine ⟨Matrix.IsSymm.ext (by intro i j; fin_cases i <;> fin_cases j <;> rfl), ?_⟩
  have hv : !![U, 0; 0, U] *ᵥ (fun _ => (1 / 2 : ℝ)) = fun _ => U / 2 := by
    ext i
    fin_cases i <;> simp [Matrix.mulVec, dotProduct, Fin.sum_univ_two] <;> ring
  unfold SelfConsistent
  rw [hv]
  -- the square root is stationary when the two site potentials agree
  have hq : HasDerivAt (fun x : ℝ => (x / 2) ^ 2 + 1) 0 0 :=
    ((((hasDerivAt_id' (0 : ℝ)).div_const 2).fun_pow 2).add_const 1).congr_deriv (by simp)
  have hr : HasDerivAt (fun x : ℝ => √((x / 2) ^ 2 + 1)) 0 0 :=
    (hq.sqrt (by norm_num)).congr_deriv (by simp)
  let D : (Fin 2 → ℝ) →L[ℝ] ℝ := site 0 - site 1
  have hD : D (fun _ => U / 2) = 0 := sub_self (U / 2)
  rw [← hD] at hr
  have hs := hr.comp_hasFDerivAt (fun _ : Fin 2 => U / 2) D.hasFDerivAt
  have hm := (pairing (fun _ : Fin 2 => (1 / 2 : ℝ))).hasFDerivAt (x := fun _ => U / 2)
  have e : dimerLevel = fun w => pairing (fun _ : Fin 2 => (1 / 2 : ℝ)) w
      - √((D w / 2) ^ 2 + 1) := by
    funext w
    have hw : D w = w 0 - w 1 := rfl
    rw [pairing_apply, hw]
    simp only [dimerLevel, dotProduct, Fin.sum_univ_two]
    ring
  rw [e]
  exact (hm.sub hs).congr_fderiv (by rw [hD, zero_smul, sub_zero])

end

end InputDensityEnergy
```

Here Jn0 = (U/2, U/2), so for U ≠ 0 the frozen energy has a nonzero gradient while the input-density energy is stationary. Because this potential is uniform, the first-order change of the frozen energy appears only for density errors that change the electron number.

```lean
#print axioms InputDensityEnergy.frozen_error_not_second_order
-- 'InputDensityEnergy.frozen_error_not_second_order' depends on axioms: [propext, Classical.choice, Quot.sound]
#print axioms InputDensityEnergy.inputEnergy_le
-- 'InputDensityEnergy.inputEnergy_le' depends on axioms: [propext, Classical.choice, Quot.sound]
#print axioms InputDensityEnergy.dimerLevel_secular
-- 'InputDensityEnergy.dimerLevel_secular' depends on axioms: [propext, Classical.choice, Quot.sound]
```
